# Dephasing by finitely many independent thermal spins: the squared coherence is a product over the spins

Q: Suppose a qubit is dephased by 50 thermal spins and all I have is the definition of the average. I must then add $2^{50}$ terms, about $10^{15}$, whose phases may largely cancel. You offer a product with 50 factors instead. What exactly is being averaged?

A: Take bath spins $s_k=\pm1$ with level splittings $w_k$, couplings $g_k$, inverse temperature $b$ and time $t$, in units with $\hbar=1$. The energy is $E(s)=\sum_k w_k s_k/2$, the Gibbs weight is $e^{-bE(s)}$, and $Z$ is the sum of the weights. The decoherence factor is
$$r(t)=\frac1Z\sum_s e^{-bE(s)}\,e^{-2it\sum_k g_k s_k}.$$
The claim is
$$|r(t)|^2=\prod_k\left(1-\frac{\sin^2(2g_kt)}{\cosh^2(bw_k/2)}\right).$$

Q: Derive it by hand first.

A: Put $x_k=bw_k/2$ and $\theta_k=2g_kt$. Weight times phase is $\prod_k e^{-(x_k+i\theta_k)s_k}$. Each $s_k$ takes its two values independently of the others, so the sum over configurations is
$$\prod_k\left(e^{-(x_k+i\theta_k)}+e^{x_k+i\theta_k}\right)=\prod_k 2\cosh(x_k+i\theta_k).$$
Setting every $\theta_k=0$ gives $Z=\prod_k 2\cosh x_k>0$. Since $\cosh(x+i\theta)=\cosh x\cos\theta+i\sinh x\sin\theta$, division gives
$$r(t)=\prod_k(\cos\theta_k+i\tanh x_k\sin\theta_k).$$
The squared modulus of one factor is
$$\cos^2\theta_k+\tanh^2x_k\sin^2\theta_k=1-(1-\tanh^2x_k)\sin^2\theta_k=1-\frac{\sin^2\theta_k}{\cosh^2x_k}.$$

Q: My bath is quantum mechanical. Where are the operators?

A: There are none in the file. For a qubit whose own Hamiltonian is a multiple of $\sigma_z$, coupled through $\sigma_z\otimes\sum_k g_k\sigma_z^{(k)}$ to a bath with Hamiltonian $\sum_k w_k\sigma_z^{(k)}/2$, everything commutes. If the qubit starts uncorrelated with the thermal bath, the trace over the bath reduces to this classical sum, and $r(t)$ multiplies the qubit's off-diagonal element, up to the phase from its own splitting. That reduction is physics we supply ourselves; the formalisation begins with the average.

Q: Then show me how the average is built.

A: The sites form an arbitrary finite type `ι`.

In Lean 4 with Mathlib:

```lean
import Mathlib

open Finset

namespace ThermalSpinBath

noncomputable section

variable {ι : Type*} [Fintype ι]
```

A configuration is a function `s : ι → Bool`, and `spin (s k)` is the number I called $s_k$.

```lean
/-- The two values `1` and `-1` of a bath spin. -/
def spin : Bool → ℝ
  | true => 1
  | false => -1
```

The energy is additive, with the factor $1/2$ that makes $w_k$ the full splitting.

```lean
/-- Energy of a configuration of independent spins with level splittings `w k`. -/
def energy (w : ι → ℝ) (s : ι → Bool) : ℝ := ∑ k, w k * spin (s k) / 2

/-- Unnormalised Gibbs weight of a configuration at inverse temperature `b`. -/
def gibbsWeight (b : ℝ) (w : ι → ℝ) (s : ι → Bool) : ℝ := Real.exp (-b * energy w s)
```

Q: Is independence put in by hand?

A: Only through that additive energy. The product form of the weight is then a lemma: the exponential of a sum is a product of exponentials.

```lean
/-- The Gibbs weight is a product of single-spin weights. -/
theorem gibbsWeight_eq_prod (b : ℝ) (w : ι → ℝ) (s : ι → Bool) :
    gibbsWeight b w s = ∏ k, Real.exp (-(b * w k / 2) * spin (s k)) := by
  unfold gibbsWeight energy
  rw [← Real.exp_sum, Finset.mul_sum]
  congr 1
  exact Finset.sum_congr rfl (fun k _ => by ring)
```

The same step, with the phase included, gives the complex exponent $-(x_k+i\theta_k)s_k$.

```lean
/-- The Gibbs weight times the phase of a configuration is a product over the spins. -/
theorem weighted_phase (b : ℝ) (w g : ι → ℝ) (t : ℝ) (s : ι → Bool) :
    (gibbsWeight b w s : ℂ) *
        Complex.exp (-2 * Complex.I * (t : ℂ) * ((∑ k, g k * spin (s k) : ℝ) : ℂ)) =
      ∏ k, Complex.exp (-(((b * w k / 2 : ℝ) : ℂ) + ((2 * g k * t : ℝ) : ℂ) * Complex.I) *
        ((spin (s k) : ℝ) : ℂ)) := by
  unfold gibbsWeight energy
  push_cast
  rw [← Complex.exp_add, ← Complex.exp_sum, Finset.mul_sum, Finset.mul_sum,
    ← Finset.sum_add_distrib]
  congr 1
  exact Finset.sum_congr rfl (fun k _ => by ring)
```

The next lemma is the one-spin calculation. It recognises the two-term sum as $2\cosh(x+i\theta)$, expands it by the addition formula, and uses $\cosh x\tanh x=\sinh x$ to pull out $2\cosh x$. The final `linear_combination` applies that last identity.

```lean
/-- The two-term phase sum of one spin, written with its partition function `2 cosh x`. -/
theorem single_spin (x θ : ℝ) :
    Complex.exp (-((x : ℂ) + (θ : ℂ) * Complex.I)) + Complex.exp ((x : ℂ) + (θ : ℂ) * Complex.I) =
      (((Real.cos θ : ℝ) : ℂ) + ((Real.tanh x * Real.sin θ : ℝ) : ℂ) * Complex.I) *
        ((2 * Real.cosh x : ℝ) : ℂ) := by
  have hc : Real.cosh x ≠ 0 := (Real.cosh_pos x).ne'
  have h : Real.cosh x * Real.tanh x = Real.sinh x := by
    rw [Real.tanh_eq_sinh_div_cosh]
    field_simp
  have h' : Complex.cosh (x : ℂ) * Complex.tanh (x : ℂ) = Complex.sinh (x : ℂ) := by
    rw [← Complex.ofReal_cosh, ← Complex.ofReal_tanh, ← Complex.ofReal_sinh,
      ← Complex.ofReal_mul, h]
  -- the sum is a hyperbolic cosine of a complex argument
  have h2 : ∀ z : ℂ, Complex.exp (-z) + Complex.exp z = 2 * Complex.cosh z := by
    intro z
    rw [Complex.cosh]
    ring
  rw [h2, Complex.cosh_add, Complex.cosh_mul_I, Complex.sinh_mul_I]
  push_cast
  linear_combination (-2 * Complex.sin (θ : ℂ) * Complex.I) * h'
```

Q: And the normalisation? A wrong $Z$ would spoil everything.

A: It is defined as the full sum over configurations, not as the expected product.

```lean
variable [DecidableEq ι]

/-- The partition function: the sum of the Gibbs weights over all configurations. -/
def partitionFunction (b : ℝ) (w : ι → ℝ) : ℝ := ∑ s : ι → Bool, gibbsWeight b w s
```

The thermal average divides by it, and the decoherence factor is the average of the phase.

```lean
/-- The Gibbs average of a complex function of the configuration. -/
def thermalAverage (b : ℝ) (w : ι → ℝ) (f : (ι → Bool) → ℂ) : ℂ :=
  (∑ s : ι → Bool, (gibbsWeight b w s : ℂ) * f s) / (partitionFunction b w : ℂ)

/-- The decoherence factor: the thermal average of `exp (-2 i t ∑ g k s k)`. -/
def decoherenceFactor (b : ℝ) (w g : ι → ℝ) (t : ℝ) : ℂ :=
  thermalAverage b w (fun s =>
    Complex.exp (-2 * Complex.I * (t : ℂ) * ((∑ k, g k * spin (s k) : ℝ) : ℂ)))
```

Q: Where does the sum over $2^N$ configurations actually turn into $N$ factors?

A: In one lemma, on which the whole proof turns.

```lean
/-- Summing a product of single-spin terms over all configurations gives a product of sums. -/
theorem sum_config_prod {R : Type*} [CommSemiring R] (f : ι → Bool → R) :
    ∑ s : ι → Bool, ∏ k, f k (s k) = ∏ k, (f k true + f k false) := by
  have h : ∏ k, ∑ j : Bool, f k j = ∑ s : ι → Bool, ∏ k, f k (s k) := by
    rw [Finset.prod_univ_sum, Fintype.piFinset_univ]
  rw [← h]
  simp only [Fintype.sum_bool]
```

Mathlib's `Finset.prod_univ_sum` is the general distributive law. Expanding a product of sums means choosing one summand from each factor, and the result is indexed by the possible choices. Here a choice is a function from sites to `Bool`, which is precisely a configuration. `Fintype.piFinset_univ` says that these choices are all the functions, so the expansion is the sum over the whole configuration space. Because the lemma holds in any commutative semiring `R`, it serves both the real partition function and the complex numerator.

Its first use gives $Z$:

```lean
/-- The partition function is the product of `2 cosh (b w k / 2)` over the spins. -/
theorem partitionFunction_eq_prod (b : ℝ) (w : ι → ℝ) :
    partitionFunction b w = ∏ k, (2 * Real.cosh (b * w k / 2)) := by
  unfold partitionFunction
  simp only [gibbsWeight_eq_prod]
  rw [sum_config_prod (fun k σ => Real.exp (-(b * w k / 2) * spin σ))]
  refine Finset.prod_congr rfl fun k _ => ?_
  rw [Real.cosh_eq]
  simp only [spin, mul_one, mul_neg, neg_neg]
  ring
```

Its second gives $r(t)$. The proof first shows $Z>0$, so the division is genuine, then multiplies through by $Z$, factorises the numerator and compares the two sides spin by spin with `single_spin`.

```lean
/-- The decoherence factor is a product of one complex factor for each bath spin. -/
theorem decoherenceFactor_eq_prod (b : ℝ) (w g : ι → ℝ) (t : ℝ) :
    decoherenceFactor b w g t = ∏ k, (((Real.cos (2 * g k * t) : ℝ) : ℂ) +
      ((Real.tanh (b * w k / 2) * Real.sin (2 * g k * t) : ℝ) : ℂ) * Complex.I) := by
  have hpos : 0 < partitionFunction b w := by
    rw [partitionFunction_eq_prod]
    exact Finset.prod_pos fun k _ => mul_pos two_pos (Real.cosh_pos _)
  have hZ : (partitionFunction b w : ℂ) ≠ 0 := by exact_mod_cast hpos.ne'
  have e1 : ∀ z : ℂ, -z * ((spin true : ℝ) : ℂ) = -z := by intro z; simp [spin]
  have e2 : ∀ z : ℂ, -z * ((spin false : ℝ) : ℂ) = z := by intro z; simp [spin]
  unfold decoherenceFactor thermalAverage
  rw [div_eq_iff hZ, partitionFunction_eq_prod, Complex.ofReal_prod, ← Finset.prod_mul_distrib]
  -- the numerator factorises over the spins
  simp only [weighted_phase]
  rw [sum_config_prod (fun k σ => Complex.exp (-(((b * w k / 2 : ℝ) : ℂ) +
    ((2 * g k * t : ℝ) : ℂ) * Complex.I) * ((spin σ : ℝ) : ℂ)))]
  refine Finset.prod_congr rfl fun k _ => ?_
  rw [e1, e2]
  exact single_spin _ _
```

Q: So the main theorem is now only a modulus?

A: Yes. The norm of a product is the product of the norms, `key` is $\tanh^2x=1-1/\cosh^2x$, and the last line combines it with $\sin^2\theta+\cos^2\theta=1$.

```lean
/-- The squared modulus of the decoherence factor of a thermal bath of independent spins is
the product of `1 - sin² (2 g k t) / cosh² (b w k / 2)`. -/
theorem norm_sq_decoherenceFactor (b : ℝ) (w g : ι → ℝ) (t : ℝ) :
    ‖decoherenceFactor b w g t‖ ^ 2 =
      ∏ k, (1 - Real.sin (2 * g k * t) ^ 2 / Real.cosh (b * w k / 2) ^ 2) := by
  rw [decoherenceFactor_eq_prod, norm_prod, ← Finset.prod_pow]
  refine Finset.prod_congr rfl fun k _ => ?_
  rw [Complex.sq_norm, Complex.normSq_add_mul_I]
  have hc : Real.cosh (b * w k / 2) ≠ 0 := (Real.cosh_pos _).ne'
  have key : Real.tanh (b * w k / 2) ^ 2 = 1 - 1 / Real.cosh (b * w k / 2) ^ 2 := by
    rw [Real.tanh_eq_sinh_div_cosh, div_pow, eq_sub_iff_add_eq, ← add_div, ← Real.cosh_sq,
      div_self (pow_ne_zero 2 hc)]
  linear_combination Real.sin (2 * g k * t) ^ 2 * key + Real.sin_sq_add_cos_sq (2 * g k * t)
```

The parameters are arbitrary reals, so negative $b$ is allowed. With no spins at all, both sides equal 1.

Q: Does this give me decay?

A: It gives an upper bound. Write $u_k=\sin^2\theta_k/\cosh^2x_k$, which lies between 0 and 1. Then $0\le 1-u_k\le e^{-u_k}$, and multiplying these inequalities yields $|r|^2\le e^{-\sum_k u_k}$.

```lean
/-- The squared modulus is at most the exponential of minus the summed single-spin losses. -/
theorem norm_sq_le_exp (b : ℝ) (w g : ι → ℝ) (t : ℝ) :
    ‖decoherenceFactor b w g t‖ ^ 2 ≤
      Real.exp (-∑ k, Real.sin (2 * g k * t) ^ 2 / Real.cosh (b * w k / 2) ^ 2) := by
  rw [norm_sq_decoherenceFactor, ← Finset.sum_neg_distrib, Real.exp_sum]
  refine Finset.prod_le_prod (fun k _ => ?_) (fun k _ => ?_)
  · have h1 := Real.one_le_cosh (b * w k / 2)
    have h2 := Real.sin_sq_le_one (2 * g k * t)
    have h3 : Real.sin (2 * g k * t) ^ 2 / Real.cosh (b * w k / 2) ^ 2 ≤ 1 :=
      (div_le_one (pow_pos (Real.cosh_pos _) 2)).2 (by nlinarith)
    linarith
  · linarith [Real.add_one_le_exp (-(Real.sin (2 * g k * t) ^ 2 / Real.cosh (b * w k / 2) ^ 2))]
```

Each term in the exponent is periodic in time, so the bound does not describe monotone decay.

Q: When is the coherence complete?

A: Exactly when every $\sin\theta_k$ vanishes. If $|r|=1$, the bound forces $\sum_k u_k\le0$; the terms are nonnegative, so each is zero. Conversely, if all the sines vanish, every factor in the product is 1. With equal nonzero couplings $g$, for instance, this happens at $t=\pi/(2g)$.

```lean
/-- The decoherence factor has modulus one exactly when `sin (2 g k t) = 0` for every spin. -/
theorem norm_eq_one_iff (b : ℝ) (w g : ι → ℝ) (t : ℝ) :
    ‖decoherenceFactor b w g t‖ = 1 ↔ ∀ k, Real.sin (2 * g k * t) = 0 := by
  constructor
  · intro h k
    have hb := norm_sq_le_exp b w g t
    rw [h, one_pow] at hb
    -- the summed losses cannot be positive, so each of them vanishes
    have hS : 0 ≤ -∑ k, Real.sin (2 * g k * t) ^ 2 / Real.cosh (b * w k / 2) ^ 2 :=
      Real.exp_le_exp.1 (by rw [Real.exp_zero]; exact hb)
    have hk : Real.sin (2 * g k * t) ^ 2 / Real.cosh (b * w k / 2) ^ 2 ≤
        ∑ k, Real.sin (2 * g k * t) ^ 2 / Real.cosh (b * w k / 2) ^ 2 :=
      Finset.single_le_sum
        (f := fun k => Real.sin (2 * g k * t) ^ 2 / Real.cosh (b * w k / 2) ^ 2)
        (fun i _ => div_nonneg (sq_nonneg _) (sq_nonneg _)) (Finset.mem_univ k)
    have h0 : Real.sin (2 * g k * t) ^ 2 / Real.cosh (b * w k / 2) ^ 2 = 0 :=
      le_antisymm (by linarith) (div_nonneg (sq_nonneg _) (sq_nonneg _))
    have h1 := (div_eq_zero_iff.1 h0).resolve_right (pow_ne_zero 2 (Real.cosh_pos _).ne')
    exact (pow_eq_zero_iff two_ne_zero).1 h1
  · intro h
    have hsq : ‖decoherenceFactor b w g t‖ ^ 2 = 1 := by
      rw [norm_sq_decoherenceFactor]
      exact Finset.prod_eq_one fun k _ => by rw [h k]; simp
    exact (sq_eq_sq₀ (norm_nonneg _) zero_le_one).1 (by rw [hsq, one_pow])
```

Q: And when is it lost entirely?

A: When one factor $\cos\theta_k+i\tanh x_k\sin\theta_k$ is zero. Then $\cos\theta_k=0$, so $\sin\theta_k=\pm1$, and therefore $\tanh x_k=0$, which means $bw_k=0$. That spin is either at infinite temperature or has no splitting. The proof reads both conditions off the vanishing squared modulus.

```lean
/-- The decoherence factor vanishes exactly when some spin has `b w k = 0` and
`cos (2 g k t) = 0`. -/
theorem decoherenceFactor_eq_zero_iff (b : ℝ) (w g : ι → ℝ) (t : ℝ) :
    decoherenceFactor b w g t = 0 ↔ ∃ k, b * w k = 0 ∧ Real.cos (2 * g k * t) = 0 := by
  rw [decoherenceFactor_eq_prod, Finset.prod_eq_zero_iff]
  constructor
  · rintro ⟨k, _, hk⟩
    have h := Complex.normSq_eq_zero.2 hk
    rw [Complex.normSq_add_mul_I] at h
    have h1 := sq_nonneg (Real.cos (2 * g k * t))
    have h2 := sq_nonneg (Real.tanh (b * w k / 2) * Real.sin (2 * g k * t))
    have hcos : Real.cos (2 * g k * t) = 0 := (pow_eq_zero_iff two_ne_zero).1 (by linarith)
    have hts : Real.tanh (b * w k / 2) * Real.sin (2 * g k * t) = 0 :=
      (pow_eq_zero_iff two_ne_zero).1 (by linarith)
    have hsin : Real.sin (2 * g k * t) ≠ 0 := by
      intro h0
      have h3 := Real.sin_sq_add_cos_sq (2 * g k * t)
      rw [h0, hcos] at h3
      norm_num at h3
    have ht := (mul_eq_zero.1 hts).resolve_right hsin
    rw [Real.tanh_eq_sinh_div_cosh] at ht
    have hx := Real.sinh_eq_zero.1 ((div_eq_zero_iff.1 ht).resolve_right (Real.cosh_pos _).ne')
    exact ⟨k, by linarith, hcos⟩
  · rintro ⟨k, hb, hcos⟩
    exact ⟨k, Finset.mem_univ k, by rw [hb, hcos]; simp⟩

end

end ThermalSpinBath
```

```lean
#print axioms ThermalSpinBath.norm_sq_decoherenceFactor
-- 'ThermalSpinBath.norm_sq_decoherenceFactor' depends on axioms: [propext, Classical.choice, Quot.sound]
#print axioms ThermalSpinBath.norm_eq_one_iff
-- 'ThermalSpinBath.norm_eq_one_iff' depends on axioms: [propext, Classical.choice, Quot.sound]
#print axioms ThermalSpinBath.decoherenceFactor_eq_zero_iff
-- 'ThermalSpinBath.decoherenceFactor_eq_zero_iff' depends on axioms: [propext, Classical.choice, Quot.sound]
```

Q: What should I not use it for?

A: Baths whose spins interact with one another, flip, or start correlated with the qubit. For the model described above, with a finite bath that starts thermal and uncorrelated with the qubit, and with the bath Hamiltonian and the coupling both built from the same $\sigma_z^{(k)}$, the product is the exact value of $|r(t)|^2$, against which a central-spin simulation can be tested.
